# A product of an odd number of slashed vectors is traceless when the Clifford generators outnumber the vectors

If two complex \(N\times N\) matrices \(\gamma_0,\gamma_1\) anticommute and \(\gamma_1^2=\eta_1\mathbf 1\) with \(\eta_1=\pm1\), then cyclicity of the trace gives \(\eta_1\operatorname{tr}\gamma_0=\operatorname{tr}(\gamma_1\gamma_1\gamma_0)=-\operatorname{tr}(\gamma_1\gamma_0\gamma_1)=-\eta_1\operatorname{tr}\gamma_0\), so \(\operatorname{tr}\gamma_0=0\). The same step, with a suitable generator in the role of \(\gamma_1\), handles longer products.

```lean
import Mathlib

open Matrix

namespace OddCliffordTraces

noncomputable section

/-- Clifford generators: `d` complex `N × N` matrices that anticommute pairwise and whose
squares are the signs `η i = ±1` times the identity. -/
structure IsClifford {d N : ℕ} (η : Fin d → ℂ) (γ : Fin d → Matrix (Fin N) (Fin N) ℂ) :
    Prop where
  sign : ∀ i, η i = 1 ∨ η i = -1
  sq : ∀ i, γ i * γ i = η i • (1 : Matrix (Fin N) (Fin N) ℂ)
  anti : ∀ i j, i ≠ j → γ i * γ j = -(γ j * γ i)

variable {d N : ℕ} {η : Fin d → ℂ} {γ : Fin d → Matrix (Fin N) (Fin N) ℂ}

/-- The slashed vector: the components of `a` contracted with the generators. -/
def slash (γ : Fin d → Matrix (Fin N) (Fin N) ℂ) (a : Fin d → ℂ) : Matrix (Fin N) (Fin N) ℂ :=
  ∑ i, a i • γ i

/-- The ordered product of a list of slashed vectors. -/
def slashProd (γ : Fin d → Matrix (Fin N) (Fin N) ℂ) (vs : List (Fin d → ℂ)) :
    Matrix (Fin N) (Fin N) ℂ :=
  (vs.map (slash γ)).prod

/-- The ordered product of the generators named by a list of indices. -/
def word (γ : Fin d → Matrix (Fin N) (Fin N) ℂ) (w : List (Fin d)) : Matrix (Fin N) (Fin N) ℂ :=
  (w.map γ).prod

/-- Moving a generator through a word gives one sign for each letter different from it. The sign
is written with the length of the word plus the number of times the generator occurs. -/
theorem generator_mul_word (h : IsClifford η γ) (m : Fin d) (w : List (Fin d)) :
    γ m * word γ w = (-1 : ℂ) ^ (w.length + w.count m) • (word γ w * γ m) := by
  induction w with
  | nil => simp [word]
  | cons i w ih =>
    have hc : word γ (i :: w) = γ i * word γ w := by simp [word]
    by_cases hi : i = m
    · -- the letter is the generator itself: no sign
      have e : (-1 : ℂ) ^ ((i :: w).length + (i :: w).count m)
          = (-1 : ℂ) ^ (w.length + w.count m) := by
        have hn : (i :: w).length + (i :: w).count m = w.length + w.count m + 2 := by
          rw [hi, List.length_cons, List.count_cons_self]
          omega
        rw [hn, pow_add]
        norm_num
      rw [e, hc, hi]
      calc γ m * (γ m * word γ w)
          = γ m * ((-1 : ℂ) ^ (w.length + w.count m) • (word γ w * γ m)) := by rw [ih]
        _ = _ := by rw [mul_smul_comm, mul_assoc]
    · -- a different letter: one sign from anticommutation
      have e : (-1 : ℂ) ^ ((i :: w).length + (i :: w).count m)
          = -(-1 : ℂ) ^ (w.length + w.count m) := by
        have hk : (i :: w).count m = w.count m := by simp [hi]
        have hn : (i :: w).length + (i :: w).count m = w.length + w.count m + 1 := by
          rw [hk, List.length_cons]
          omega
        rw [hn, pow_succ]
        ring
      rw [e, hc]
      calc γ m * (γ i * word γ w)
          = -(γ i * (γ m * word γ w)) := by
            rw [← mul_assoc, h.anti m i (Ne.symm hi), neg_mul, mul_assoc]
        _ = -(γ i * ((-1 : ℂ) ^ (w.length + w.count m) • (word γ w * γ m))) := by rw [ih]
        _ = _ := by rw [mul_smul_comm, neg_smul, mul_assoc]

/-- A word has zero trace if its length plus the number of occurrences of some generator
is odd. -/
theorem trace_word_eq_zero (h : IsClifford η γ) (w : List (Fin d)) (m : Fin d)
    (hodd : Odd (w.length + w.count m)) : (word γ w).trace = 0 := by
  have hm := generator_mul_word h m w
  rw [hodd.neg_one_pow, neg_one_smul] at hm
  -- evaluate the trace of `γ m * γ m * word` directly and by cyclicity
  have h1 : (γ m * (γ m * word γ w)).trace = η m * (word γ w).trace := by
    rw [← mul_assoc, h.sq, smul_mul_assoc, one_mul, Matrix.trace_smul, smul_eq_mul]
  have h2 : (γ m * (γ m * word γ w)).trace = -(η m * (word γ w).trace) := by
    rw [hm, mul_neg, Matrix.trace_neg, Matrix.trace_mul_comm, mul_assoc, h.sq,
      mul_smul_comm, mul_one, Matrix.trace_smul, smul_eq_mul]
  rcases h.sign m with e | e
  · rw [e] at h1 h2
    linear_combination (h2 - h1) / 2
  · rw [e] at h1 h2
    linear_combination (h1 - h2) / 2

/-- If all words of `k` generators are traceless, so are all products of `k` slashed vectors. -/
theorem trace_slashProd_of_words {k : ℕ}
    (hw : ∀ w : List (Fin d), w.length = k → (word γ w).trace = 0)
    (vs : List (Fin d → ℂ)) (hv : vs.length = k) : (slashProd γ vs).trace = 0 := by
  -- expand the slashed vectors one at a time, from the left
  have aux : ∀ (us : List (Fin d → ℂ)) (w : List (Fin d)), w.length + us.length = k →
      (word γ w * slashProd γ us).trace = 0 := by
    intro us
    induction us with
    | nil =>
      intro w hl
      simpa [slashProd] using hw w (by simpa using hl)
    | cons a us ih =>
      intro w hl
      have e : word γ w * slashProd γ (a :: us)
          = ∑ i, a i • (word γ (w ++ [i]) * slashProd γ us) := by
        have hc : slashProd γ (a :: us) = slash γ a * slashProd γ us := by simp [slashProd]
        rw [hc, slash, Finset.sum_mul, Finset.mul_sum]
        refine Finset.sum_congr rfl fun i _ => ?_
        have hi : word γ (w ++ [i]) = word γ w * γ i := by simp [word]
        rw [hi, smul_mul_assoc, mul_smul_comm, mul_assoc]
      rw [e, Matrix.trace_sum]
      refine Finset.sum_eq_zero fun i _ => ?_
      have hl' : (w ++ [i]).length + us.length = k := by
        rw [List.length_cons] at hl
        rw [List.length_append, List.length_singleton]
        omega
      rw [Matrix.trace_smul, ih (w ++ [i]) hl', smul_zero]
  simpa [word] using aux vs [] (by simpa using hv)

/-- The trace of a product of an odd number of slashed vectors vanishes when there are fewer
vectors than Clifford generators. -/
theorem trace_odd_slashProd (h : IsClifford η γ) (vs : List (Fin d → ℂ))
    (hodd : Odd vs.length) (hlt : vs.length < d) : (slashProd γ vs).trace = 0 := by
  refine trace_slashProd_of_words (fun w hw => ?_) vs rfl
  -- a word with fewer than `d` letters misses some generator
  have hex : ∃ m, m ∉ w := by
    by_contra hn
    have hall : ∀ m, m ∈ w := fun m => Classical.byContradiction fun hm => hn ⟨m, hm⟩
    have hu : w.toFinset = Finset.univ := by
      ext m
      simp [hall m]
    have hcard := List.toFinset_card_le w
    rw [hu, Finset.card_univ, Fintype.card_fin] at hcard
    omega
  obtain ⟨m, hm⟩ := hex
  refine trace_word_eq_zero h w m ?_
  rw [List.count_eq_zero.mpr hm, add_zero, hw]
  exact hodd

/-- For an even number of Clifford generators, the trace of a product of any odd number of
slashed vectors vanishes. -/
theorem trace_odd_slashProd_of_even (h : IsClifford η γ) (hd : Even d)
    (vs : List (Fin d → ℂ)) (hodd : Odd vs.length) : (slashProd γ vs).trace = 0 := by
  refine trace_slashProd_of_words (fun w hw => ?_) vs rfl
  have hsum : ∀ u : List (Fin d), ∑ m, u.count m = u.length := by
    intro u
    induction u with
    | nil => simp
    | cons i u ih => simp [List.count_cons, Finset.sum_add_distrib, ih]
  obtain ⟨b, hb⟩ := hodd
  obtain ⟨c, hc⟩ := hd
  -- some generator occurs an even number of times, by parity of the length
  by_contra hne
  have hdvd : 2 ∣ ∑ m : Fin d, (w.count m + 1) := by
    refine Finset.dvd_sum fun m _ => ?_
    have hev : Even (w.length + w.count m) :=
      Nat.not_odd_iff_even.mp fun ho => hne (trace_word_eq_zero h w m ho)
    obtain ⟨a, ha⟩ := hev
    omega
  have htot : ∑ m : Fin d, (w.count m + 1) = w.length + d := by
    rw [Finset.sum_add_distrib, hsum]
    simp
  rw [htot] at hdvd
  omega

/-- The three Pauli matrices. -/
def pauli : Fin 3 → Matrix (Fin 2) (Fin 2) ℂ :=
  ![!![0, 1; 1, 0], !![0, -Complex.I; Complex.I, 0], !![1, 0; 0, -1]]

/-- The Pauli matrices are three Clifford generators with squares `+1`. -/
theorem pauli_witness : IsClifford (fun _ => 1) pauli where
  sign _ := Or.inl rfl
  sq i := by
    fin_cases i <;> ext a b <;> fin_cases a <;> fin_cases b <;>
      simp [pauli, Matrix.mul_apply, Fin.sum_univ_succ]
  anti i j hij := by
    fin_cases i <;> fin_cases j <;> first
      | exact absurd rfl hij
      | (ext a b
         fin_cases a <;> fin_cases b <;> simp [pauli, Matrix.mul_apply, Fin.sum_univ_succ])

/-- The trace of the product of three vectors slashed with Pauli matrices is `2i` times the triple
product of the vectors. -/
theorem trace_three_pauli (a b c : Fin 3 → ℂ) :
    (slashProd pauli [a, b, c]).trace = 2 * Complex.I * (a ⬝ᵥ (crossProduct b c)) := by
  have hs : ∀ v : Fin 3 → ℂ, slash pauli v
      = !![v 2, v 0 - Complex.I * v 1; v 0 + Complex.I * v 1, -v 2] := by
    intro v
    ext i j
    fin_cases i <;> fin_cases j <;> simp [slash, pauli, Fin.sum_univ_three] <;> ring
  have hr : a ⬝ᵥ (crossProduct b c) = a 0 * (b 1 * c 2 - b 2 * c 1)
      + a 1 * (b 2 * c 0 - b 0 * c 2) + a 2 * (b 0 * c 1 - b 1 * c 0) := by
    simp [cross_apply, dotProduct, Fin.sum_univ_three]
  rw [hr]
  simp only [slashProd, List.map_cons, List.map_nil, List.prod_cons, List.prod_nil, mul_one,
    hs, Matrix.mul_fin_two, Matrix.trace_fin_two_of]
  ring

/-- With three Pauli matrices, the product of the three slashed coordinate unit vectors has
nonzero trace. -/
theorem pauli_trace_ne_zero :
    (slashProd pauli [![1, 0, 0], ![0, 1, 0], ![0, 0, 1]]).trace ≠ 0 := by
  rw [trace_three_pauli]
  simp [cross_apply, dotProduct, Fin.sum_univ_three]

end

end OddCliffordTraces
```

```lean
#print axioms OddCliffordTraces.trace_odd_slashProd
-- 'OddCliffordTraces.trace_odd_slashProd' depends on axioms: [propext, Classical.choice, Quot.sound]
#print axioms OddCliffordTraces.trace_odd_slashProd_of_even
-- 'OddCliffordTraces.trace_odd_slashProd_of_even' depends on axioms: [propext, Classical.choice, Quot.sound]
#print axioms OddCliffordTraces.pauli_trace_ne_zero
-- 'OddCliffordTraces.pauli_trace_ne_zero' depends on axioms: [propext, Classical.choice, Quot.sound]
```

## Generators, slashed vectors and their traces

`IsClifford η γ` says that the \(d\) matrices \(\gamma_0,\dots,\gamma_{d-1}\) anticommute pairwise and that \(\gamma_i^2=\eta_i\mathbf 1\) with \(\eta_i=\pm1\). The signs encode the metric: four Dirac matrices with \(\eta=(1,-1,-1,-1)\) are one case. No chirality matrix is assumed.

A vector \(a\) has complex components, and `slash γ a` is \(\not a=\sum_i a_i\gamma_i\). No metric appears in this sum, so for upper-index Dirac matrices \(\gamma^\mu\) the \(a_i\) are the covariant components \(a_\mu\). `slashProd` multiplies a list of slashed vectors in order, and `word` does the same for generators named by a list of indices.

`trace_odd_slashProd` states that the trace vanishes for an odd number \(k\) of vectors with \(k<d\). `trace_odd_slashProd_of_even` removes the bound when \(d\) is even. For Dirac matrices in four dimensions, this eliminates the terms with an odd number of gamma matrices from the spin-sum traces of QED. The number of generators is a fixed integer, so dimensional regularisation is not covered.

## One sign from moving a generator

Let \(W\) be a word of \(k\) generators in which \(\gamma_m\) occurs \(c_m\) times. Moving \(\gamma_m\) through \(W\) costs a sign at each of the \(k-c_m\) other letters:

\[
\gamma_mW=(-1)^{k-c_m}W\gamma_m=(-1)^{k+c_m}W\gamma_m .
\]

`generator_mul_word` proves this by induction on the word, with separate cases for a first letter equal to \(\gamma_m\) and one different from it. If \(k+c_m\) is odd, then

\[
\eta_m\operatorname{tr}W=\operatorname{tr}(\gamma_m\gamma_mW)
=-\operatorname{tr}(\gamma_mW\gamma_m)=-\eta_m\operatorname{tr}W ,
\]

and \(\operatorname{tr}W=0\). In `trace_word_eq_zero`, `h1` and `h2` are the two evaluations of \(\operatorname{tr}(\gamma_m\gamma_mW)\), and `linear_combination` solves for zero in each case \(\eta_m=\pm1\).

Slashed vectors \(a^{(1)},\dots,a^{(k)}\) reduce to words by multilinearity:

\[
\operatorname{tr}(\not a^{(1)}\cdots\not a^{(k)})
=\sum_{i_1,\dots,i_k}a^{(1)}_{i_1}\cdots a^{(k)}_{i_k}
\operatorname{tr}(\gamma_{i_1}\cdots\gamma_{i_k}).
\]

`trace_slashProd_of_words` expands one vector at a time, keeping the letters already chosen in a word on the left.

It remains to find a suitable \(m\) for each word of odd length \(k\).

- If \(k<d\), some index is missing from the word. For it \(c_m=0\), and \(k+c_m=k\) is odd. Lean finds the index by comparing the number of distinct letters with \(d\).
- If \(d\) is even, suppose that no index works. Then every \(c_m\) is odd, so \(\sum_m(c_m+1)=k+d\) is even, which contradicts \(k\) odd and \(d\) even.

## Three Pauli matrices, and a square that is zero

The bound matters for odd \(d\). `pauli_witness` checks entry by entry that the Pauli matrices \(\sigma_x,\sigma_y,\sigma_z\), indexed 0, 1, 2, satisfy `IsClifford` with all signs \(+1\). From \(\not b\not c=(b\cdot c)\mathbf 1+i\sum_j(b\times c)_j\sigma_j\), together with \(\operatorname{tr}\sigma_j=0\) and \(\operatorname{tr}(\sigma_i\sigma_j)=2\delta_{ij}\), one gets

\[
\operatorname{tr}(\not a\not b\not c)=2i\,a\cdot(b\times c),
\]

where the dot product involves no complex conjugation. `trace_three_pauli` obtains this by multiplying explicit \(2\times2\) matrices. For the three coordinate unit vectors the value is \(2i\), and `pauli_trace_ne_zero` records that it is nonzero.

The squares matter too. Take \(N=1\), \(d=2\), \(\gamma_0=1\) and \(\gamma_1=0\). These anticommute, but \(\gamma_1^2=0\), and \(\operatorname{tr}\gamma_0=1\) although \(k=1<d\).

## A version without a chosen basis

The generators could be replaced by a linear map \(a\mapsto\not a\) with \(\not a\not b+\not b\not a=2g(a,b)\mathbf 1\), for a nondegenerate symmetric bilinear form \(g\) on a \(d\)-dimensional space. The statement would then be independent of a basis, but the argument with words would start by choosing an orthogonal basis for \(g\). Nondegeneracy makes the squares of the corresponding generators nonzero multiples of \(\mathbf 1\), which is enough for the trace argument; scaling them to \(\pm1\) matches `IsClifford`.
